# A Static Model with Missing Norm Overestimates the Size of Nonzero First-Order Shifts from the Retained Block

**Q.** Take two orthonormal orbitals with coupling 1 and both site energies zero. Keep the first, eliminate the second, and let the environment raise the first by \(t\). What goes wrong?

**A.** The upper exact level is \((t+\sqrt{t^2+4})/2\), with slope \(1/2\) at \(t=0\). Eliminating the second orbital at the fixed energy \(E_0=1\) gives \(1+t\), with slope 1. Half of the state's norm sits in the eliminated orbital, which the environment doesn't touch, and the static model has lost that half.

**Q.** And for larger blocks?

**A.** In an orthonormal basis, let \(A\) be the retained block of the Hamiltonian, \(C\) the eliminated one, both Hermitian, and \(B\) the coupling. The environment changes \(A\) to \(A+tW\). At \(t=0\) there is a simple level \(E_0\) with eigenvector \((p,q)\), scaled so that \(\|p\|=1\):
\[
Ap+Bq=E_0p,\qquad B^*p+Cq=E_0q.
\]
If \(E_0\) is not an eigenvalue of \(C\), then \(q=(E_0-C)^{-1}B^*p\). Substitution shows that \(p\) is an eigenvector of \(S=A+B(E_0-C)^{-1}B^*\) at \(E_0\). The claim is that the exact slope is \(\langle p,Wp\rangle/(1+\|q\|^2)\), while \(S+tW\) gives \(\langle p,Wp\rangle\).

**Q.** How does the code express this?

**A.** `weight` is the squared norm and `expect` the real part of \(\langle v,Wv\rangle\), which is all of \(\langle v,Wv\rangle\) when \(W\) is Hermitian; neither divides by the norm of \(v\). `IsLevel` demands a nonzero eigenvector, and `IsSimpleLevel` says that all others are multiples of it. `Follows` describes a real eigenvalue branch through \(E_0\), continuous at \(t=0\).

In Lean 4 with Mathlib:

```lean
import Mathlib

open Matrix Filter Topology

namespace PseudopotentialTransferability

noncomputable section

variable {m n : Type*} [Fintype m] [Fintype n] [DecidableEq m] [DecidableEq n]

/-- The squared norm of a state. -/
def weight (v : n → ℂ) : ℝ := ∑ i, ‖v i‖ ^ 2

/-- The real part of `⟨v, W v⟩`. -/
def expect (W : Matrix n n ℂ) (v : n → ℂ) : ℝ := (star v ⬝ᵥ W *ᵥ v).re

/-- The real number `E` is an eigenvalue of `M`. -/
def IsLevel (M : Matrix n n ℂ) (E : ℝ) : Prop := ∃ v ≠ 0, M *ᵥ v = (E : ℂ) • v

/-- `v` is an eigenvector of `M` at energy `E`, and every other one is a multiple of it. -/
def IsSimpleLevel (M : Matrix n n ℂ) (E : ℝ) (v : n → ℂ) : Prop :=
  v ≠ 0 ∧ M *ᵥ v = (E : ℂ) • v ∧ ∀ x, M *ᵥ x = (E : ℂ) • x → ∃ c : ℂ, x = c • v

/-- `E t` is an eigenvalue of `M t` for small `t`, continuous at `t = 0` with value `E0`. -/
def Follows (M : ℝ → Matrix n n ℂ) (E0 : ℝ) (E : ℝ → ℝ) : Prop :=
  E 0 = E0 ∧ ContinuousAt E 0 ∧ ∀ᶠ t in 𝓝 0, IsLevel (M t) (E t)

/-- The full Hamiltonian with diagonal blocks `A`, `C` and coupling `B`. -/
def fullModel (A : Matrix m m ℂ) (B : Matrix m n ℂ) (C : Matrix n n ℂ) :
    Matrix (m ⊕ n) (m ⊕ n) ℂ := fromBlocks A B Bᴴ C

/-- The static model `A + B (E0 - C)⁻¹ B*`, for `E0` not an eigenvalue of `C`. -/
def staticModel (A : Matrix m m ℂ) (B : Matrix m n ℂ) (C : Matrix n n ℂ) (E0 : ℝ) :
    Matrix m m ℂ := A + B * ((E0 : ℂ) • 1 - C)⁻¹ * Bᴴ
```

**Q.** Doesn't `Follows` smuggle in differentiability?

**A.** No. It assumes that the branch exists and is continuous at zero; the derivative is proved. Let \(M\) be Hermitian with simple level \(E_0\) and eigenvector \(v\), let \(E(t)\) be a branch of \(M+tV\), and set
\[
K(t)=M+tV-E(t)+|v\rangle\langle v|.
\]
If \(K(0)x=0\), projecting on \(v\) gives \(\langle v,v\rangle\langle v,x\rangle=0\). Hence \((M-E_0)x=0\), so \(x=cv\) by simplicity, and \(\langle v,x\rangle=0\) forces \(x=0\). Thus \(K(0)\) is invertible, and so is \(K(t)\) for small \(t\).

An eigenvector \(x_t\) at \(E(t)\) satisfies \(K(t)x_t=\langle v,x_t\rangle v\). The overlap is nonzero, since otherwise \(x_t=0\). So \(x_t\) is proportional to \(u(t)=K(t)^{-1}v\), which is continuous at zero, with \(u(0)=v/\langle v,v\rangle\). Projecting the eigenvalue equation on \(v\) gives
\[
(E(t)-E_0)\langle v,u(t)\rangle=t\langle v,Vu(t)\rangle .
\]
Dividing and letting \(t\to0\) yields \(E'(0)=\langle v,Vv\rangle/\langle v,v\rangle\).

In `level_slope`, `hdet` is the invertibility and `hrel` the projected equation. The code uses the adjugate, \(\det K(t)\,u(t)\), whose continuity is immediate; the determinant cancels in `f t / g t`.

```lean
omit [DecidableEq n] in
/-- A nonzero state has positive squared norm. -/
theorem weight_pos {v : n → ℂ} (hv : v ≠ 0) : 0 < weight v := by
  obtain ⟨i, hi⟩ := Function.ne_iff.mp hv
  have h : 0 < ‖v i‖ := norm_pos_iff.mpr hi
  exact Finset.sum_pos' (fun _ _ => by positivity) ⟨i, Finset.mem_univ i, by positivity⟩

/-- First-order level shift: a continuous level of `M + t V` through a simple level of the
Hermitian matrix `M` has slope `Re ⟨v, V v⟩ / ⟨v, v⟩` at `t = 0`. -/
theorem level_slope {M V : Matrix n n ℂ} (hM : M.IsHermitian) {E0 : ℝ} {v : n → ℂ}
    (hs : IsSimpleLevel M E0 v) {E : ℝ → ℝ}
    (hE : Follows (fun t => M + (t : ℂ) • V) E0 E) :
    HasDerivAt E (expect V v / weight v) 0 := by
  obtain ⟨hv0, hv, huniq⟩ := hs
  obtain ⟨hE0, hcont, hlev⟩ := hE
  have hn : star v ⬝ᵥ v = (weight v : ℂ) := by
    simp only [dotProduct, weight, Complex.ofReal_sum, Complex.ofReal_pow]
    exact Finset.sum_congr rfl fun i _ => Complex.conj_mul' (v i)
  have hn0 : (weight v : ℂ) ≠ 0 := Complex.ofReal_ne_zero.mpr (weight_pos hv0).ne'
  -- `v` is also a left eigenvector
  have hleft : ∀ x, star v ⬝ᵥ M *ᵥ x = (E0 : ℂ) * (star v ⬝ᵥ x) := by
    intro x
    have h := congrArg star hv
    rw [star_mulVec, hM.eq] at h
    rw [dotProduct_mulVec, h, star_smul, smul_dotProduct, smul_eq_mul, Complex.star_def,
      Complex.conj_ofReal]
  have hrank : ∀ x, vecMulVec v (star v) *ᵥ x = (star v ⬝ᵥ x) • v := by
    intro x
    ext i
    simp only [mulVec, dotProduct, vecMulVec_apply, Pi.smul_apply, smul_eq_mul, Finset.sum_mul]
    exact Finset.sum_congr rfl fun j _ => by ring
  -- adding `|v⟩⟨v|` removes the singularity at `t = 0`
  let K : ℝ → Matrix n n ℂ := fun t =>
    M + (t : ℂ) • V - (E t : ℂ) • (1 : Matrix n n ℂ) + vecMulVec v (star v)
  have hK : ∀ t x, K t *ᵥ x =
      (M + (t : ℂ) • V) *ᵥ x - (E t : ℂ) • x + (star v ⬝ᵥ x) • v := by
    intro t x
    simp only [K, add_mulVec, sub_mulVec, smul_mulVec, one_mulVec, hrank]
  have hdet : (K 0).det ≠ 0 := by
    intro h
    obtain ⟨x, hx0, hx⟩ := exists_mulVec_eq_zero_iff.mpr h
    rw [hK, hE0] at hx
    simp only [Complex.ofReal_zero, zero_smul, add_zero] at hx
    have hc : star v ⬝ᵥ x = 0 := by
      have h1 := congrArg (fun y => star v ⬝ᵥ y) hx
      simp only [dotProduct_add, dotProduct_sub, dotProduct_smul, hleft, hn, smul_eq_mul,
        dotProduct_zero, sub_self, zero_add] at h1
      exact (mul_eq_zero.mp h1).resolve_right hn0
    rw [hc, zero_smul, add_zero, sub_eq_zero] at hx
    obtain ⟨d, rfl⟩ := huniq x hx
    rw [dotProduct_smul, hn, smul_eq_mul] at hc
    exact hx0 (by rw [(mul_eq_zero.mp hc).resolve_right hn0, zero_smul])
  -- for small `t` the adjugate applied to `v` is an eigenvector, continuous at `t = 0`
  let g : ℝ → ℂ := fun t => star v ⬝ᵥ ((K t).adjugate *ᵥ v)
  let f : ℝ → ℂ := fun t => star v ⬝ᵥ V *ᵥ ((K t).adjugate *ᵥ v)
  have hadj : ∀ t x (c : ℂ), K t *ᵥ x = c • v →
      (K t).det • x = c • ((K t).adjugate *ᵥ v) := by
    intro t x c h
    rw [← mulVec_smul, ← h, mulVec_mulVec, adjugate_mul, smul_mulVec, one_mulVec]
  have hproj : ∀ t x (c : ℂ), K t *ᵥ x = c • v →
      (K t).det * (star v ⬝ᵥ x) = c * g t ∧
      (K t).det * (star v ⬝ᵥ V *ᵥ x) = c * f t := by
    intro t x c h
    have h1 := hadj t x c h
    constructor
    · simpa only [dotProduct_smul, smul_eq_mul] using congrArg (fun y => star v ⬝ᵥ y) h1
    · simpa only [mulVec_smul, dotProduct_smul, smul_eq_mul] using
        congrArg (fun y => star v ⬝ᵥ V *ᵥ y) h1
  obtain ⟨hg0, hf0⟩ := hproj 0 v (weight v : ℂ) (by rw [hK, hE0, hn]; simp [hv])
  rw [hn] at hg0
  have hg : g 0 = (K 0).det := mul_left_cancel₀ hn0 (by linear_combination -hg0)
  have hval : (f 0 / g 0).re = expect V v / weight v := by
    have h : f 0 / g 0 = (star v ⬝ᵥ V *ᵥ v) / (weight v : ℂ) := by
      rw [hg, div_eq_div_iff hdet hn0]
      linear_combination -hf0
    rw [h, Complex.div_ofReal_re]
    rfl
  have hKc : ContinuousAt K 0 :=
    ((continuousAt_const.add (Complex.continuous_ofReal.continuousAt.smul
      continuousAt_const)).sub ((Complex.continuous_ofReal.continuousAt.comp hcont).smul
      continuousAt_const)).add continuousAt_const
  have hdot : Continuous fun y : n → ℂ => star v ⬝ᵥ y := by
    unfold dotProduct
    fun_prop
  have hu : Continuous fun X : Matrix n n ℂ => X.adjugate *ᵥ v :=
    continuous_id.matrix_adjugate.matrix_mulVec continuous_const
  have hgc : ContinuousAt g 0 := (hdot.comp hu).continuousAt.comp hKc
  have hfc : ContinuousAt f 0 :=
    (hdot.comp (continuous_const.matrix_mulVec hu)).continuousAt.comp hKc
  have hdc : ContinuousAt (fun t => (K t).det) 0 :=
    (continuous_id.matrix_det).continuousAt.comp hKc
  have hgne : g 0 ≠ 0 := by rw [hg]; exact hdet
  -- projecting the eigenvalue equation on `v` gives the difference quotient
  have hrel : ∀ᶠ t in 𝓝 (0 : ℝ), ((E t : ℂ) - E0) * g t = t * f t := by
    filter_upwards [hlev, hdc.eventually_ne hdet] with t ht hd
    obtain ⟨x, hx0, hx⟩ := ht
    have hx' : (M + (t : ℂ) • V) *ᵥ x = (E t : ℂ) • x := hx
    have hKx : K t *ᵥ x = (star v ⬝ᵥ x) • v := by rw [hK, hx', sub_self, zero_add]
    have hc : star v ⬝ᵥ x ≠ 0 := by
      intro hc
      have h := hadj t x _ hKx
      rw [hc, zero_smul] at h
      exact hx0 ((smul_eq_zero.mp h).resolve_left hd)
    have h2 := congrArg (fun y => star v ⬝ᵥ y) hx'
    simp only [add_mulVec, smul_mulVec, dotProduct_add, dotProduct_smul, smul_eq_mul,
      hleft] at h2
    obtain ⟨h3, h4⟩ := hproj t x _ hKx
    apply mul_left_cancel₀ hc
    linear_combination -((E t : ℂ) - E0) * h3 + (t : ℂ) * h4 - (K t).det * h2
  rw [hasDerivAt_iff_tendsto_slope, ← hval]
  have hlim : Tendsto (fun t => (f t / g t).re) (𝓝 0) (𝓝 (f 0 / g 0).re) :=
    (Complex.continuous_re.tendsto _).comp (hfc.tendsto.div hgc.tendsto hgne)
  refine (hlim.mono_left nhdsWithin_le_nhds).congr' ?_
  filter_upwards [hrel.filter_mono nhdsWithin_le_nhds,
    (hgc.eventually_ne hgne).filter_mono nhdsWithin_le_nhds, self_mem_nhdsWithin]
    with t h1 hgt ht
  have ht0 : (t : ℂ) ≠ 0 := Complex.ofReal_ne_zero.mpr ht
  have h : f t / g t = (((E t - E0) / t : ℝ) : ℂ) := by
    push_cast
    rw [div_eq_div_iff hgt ht0]
    linear_combination -h1
  rw [h, Complex.ofReal_re, slope_def_field, hE0, sub_zero]
```

**Q.** Could the static model be degenerate where the full one isn't?

**A.** Not at \(E_0\). If \(Sx=E_0x\), set \(y=(E_0-C)^{-1}B^*x\). Then \((x,y)\) solves the full equations, so it equals \(c(p,q)\) and \(x=cp\). Also \(p\neq0\), since \(p=0\) would give \(q=0\). `full_eigen_iff` splits the blocks, `outer_iff` solves for the eliminated component, and `static_simple` combines them.

```lean
omit [DecidableEq m] [DecidableEq n] in
/-- The eigenvalue equation of the full Hamiltonian, written block by block. -/
theorem full_eigen_iff {A : Matrix m m ℂ} {B : Matrix m n ℂ} {C : Matrix n n ℂ} {E : ℝ}
    {x : m → ℂ} {y : n → ℂ} :
    fullModel A B C *ᵥ Sum.elim x y = (E : ℂ) • Sum.elim x y ↔
      A *ᵥ x + B *ᵥ y = (E : ℂ) • x ∧ Bᴴ *ᵥ x + C *ᵥ y = (E : ℂ) • y := by
  rw [fullModel, fromBlocks_mulVec]
  constructor
  · intro h
    exact ⟨funext fun i => by simpa using congrFun h (Sum.inl i),
      funext fun i => by simpa using congrFun h (Sum.inr i)⟩
  · rintro ⟨h1, h2⟩
    ext (i | i)
    · simpa using congrFun h1 i
    · simpa using congrFun h2 i

omit [Fintype m] [DecidableEq m] in
/-- If `E` is not an eigenvalue of `C`, the equation `b + C y = E y` for `y` has the unique solution
`y = (E - C)⁻¹ b`. -/
theorem outer_iff {C : Matrix n n ℂ} {E : ℝ} (hC : ¬ IsLevel C E) {b y : n → ℂ} :
    b + C *ᵥ y = (E : ℂ) • y ↔ y = ((E : ℂ) • 1 - C)⁻¹ *ᵥ b := by
  have hD : ∀ z, ((E : ℂ) • 1 - C) *ᵥ z = (E : ℂ) • z - C *ᵥ z := fun z => by
    rw [sub_mulVec, smul_mulVec, one_mulVec]
  have hu : IsUnit ((E : ℂ) • 1 - C).det := by
    rw [isUnit_iff_ne_zero]
    intro h
    obtain ⟨z, hz, h0⟩ := exists_mulVec_eq_zero_iff.mpr h
    rw [hD, sub_eq_zero] at h0
    exact hC ⟨z, hz, h0.symm⟩
  constructor
  · intro h
    rw [eq_sub_of_add_eq h, ← hD, mulVec_mulVec, nonsing_inv_mul _ hu, one_mulVec]
  · intro h
    have h1 : ((E : ℂ) • 1 - C) *ᵥ y = b := by
      rw [h, mulVec_mulVec, mul_nonsing_inv _ hu, one_mulVec]
    rw [← h1, hD, sub_add_cancel]

omit [DecidableEq m] in
/-- If `(p, q)` is a simple level of the full Hamiltonian at `E0`, and `E0` is not an
eigenvalue of `C`, then `p` is a simple level of the static model at `E0`. -/
theorem static_simple {A : Matrix m m ℂ} {B : Matrix m n ℂ} {C : Matrix n n ℂ} {E0 : ℝ}
    {p : m → ℂ} {q : n → ℂ} (hC : ¬ IsLevel C E0)
    (hs : IsSimpleLevel (fullModel A B C) E0 (Sum.elim p q)) :
    IsSimpleLevel (staticModel A B C E0) E0 p := by
  obtain ⟨h0, h1, h2⟩ := hs
  have hS : ∀ x, staticModel A B C E0 *ᵥ x =
      A *ᵥ x + B *ᵥ (((E0 : ℂ) • 1 - C)⁻¹ *ᵥ (Bᴴ *ᵥ x)) := fun x => by
    simp only [staticModel, add_mulVec, mulVec_mulVec, Matrix.mul_assoc]
  obtain ⟨ha, hb⟩ := full_eigen_iff.mp h1
  have hq := (outer_iff hC).mp hb
  refine ⟨?_, by rw [hS, ← hq, ha], ?_⟩
  · rintro rfl
    rw [mulVec_zero, mulVec_zero] at hq
    apply h0
    ext (i | i) <;> simp [hq]
  · intro x hx
    rw [hS] at hx
    obtain ⟨c, hc⟩ := h2 _ (full_eigen_iff.mpr ⟨hx, (outer_iff hC).mpr rfl⟩)
    exact ⟨c, funext fun i => by simpa using congrFun hc (Sum.inl i)⟩
```

**Q.** Then the slopes follow?

**A.** Yes. For the full model, take \(v=(p,q)\) and \(V=\mathrm{diag}(W,0)\): the numerator is \(\langle p,Wp\rangle\), the denominator \(1+\|q\|^2\). For the static one, take \(v=p\) and \(V=W\), with denominator 1. If \(q\neq0\) and the numerator is nonzero, the static slope is strictly larger in magnitude.

```lean
/-- Let `A`, `C` be Hermitian, `(p, q)` a simple level of the full Hamiltonian at `E0` with
`‖p‖ = 1`, and `E0` not an eigenvalue of `C`. Under the perturbation `t W` of the block `A`,
continuous levels through `E0` have slope `Re ⟨p, W p⟩ / (1 + ‖q‖²)` in the full model and
`Re ⟨p, W p⟩` in the static model. -/
theorem exact_and_static_slopes {A W : Matrix m m ℂ} {B : Matrix m n ℂ} {C : Matrix n n ℂ}
    {E0 : ℝ} {p : m → ℂ} {q : n → ℂ} {E F : ℝ → ℝ}
    (hA : A.IsHermitian) (hCh : C.IsHermitian) (hC : ¬ IsLevel C E0)
    (hs : IsSimpleLevel (fullModel A B C) E0 (Sum.elim p q)) (hp : weight p = 1)
    (hE : Follows (fun t => fullModel (A + (t : ℂ) • W) B C) E0 E)
    (hF : Follows (fun t => staticModel A B C E0 + (t : ℂ) • W) E0 F) :
    HasDerivAt E (expect W p / (1 + weight q)) 0 ∧ HasDerivAt F (expect W p) 0 := by
  constructor
  · have hH : (fullModel A B C).IsHermitian := by
      rw [Matrix.IsHermitian, fullModel, fromBlocks_conjTranspose,
        conjTranspose_conjTranspose, hA.eq, hCh.eq]
    have hpath : (fun t : ℝ => fullModel (A + (t : ℂ) • W) B C) =
        fun t : ℝ => fullModel A B C + (t : ℂ) • fromBlocks W 0 0 0 := by
      funext t
      simp [fullModel, fromBlocks_add, fromBlocks_smul]
    rw [hpath] at hE
    have hw : weight (Sum.elim p q) = 1 + weight q := by
      rw [← hp]
      simp [weight, Fintype.sum_sum_type]
    have he : expect (fromBlocks W 0 0 0) (Sum.elim p q) = expect W p := by
      simp [expect, fromBlocks_mulVec, dotProduct, Fintype.sum_sum_type]
    have h := level_slope hH hs hE
    rwa [hw, he] at h
  · have hD : ((E0 : ℂ) • (1 : Matrix n n ℂ) - C)ᴴ = (E0 : ℂ) • 1 - C := by
      rw [conjTranspose_sub, conjTranspose_smul, conjTranspose_one, hCh.eq,
        Complex.star_def, Complex.conj_ofReal]
    have hH : (staticModel A B C E0).IsHermitian := by
      rw [Matrix.IsHermitian, staticModel, conjTranspose_add, conjTranspose_mul,
        conjTranspose_mul, conjTranspose_conjTranspose, conjTranspose_nonsing_inv, hD,
        hA.eq, Matrix.mul_assoc]
    have h := level_slope hH (static_simple hC hs) hF
    rwa [hp, div_one] at h

/-- Under the hypotheses of `exact_and_static_slopes`, if also `q ≠ 0` and `Re ⟨p, W p⟩ ≠ 0`, the
static model strictly overestimates the magnitude of the first-order level shift. -/
theorem static_exaggerates {A W : Matrix m m ℂ} {B : Matrix m n ℂ} {C : Matrix n n ℂ}
    {E0 : ℝ} {p : m → ℂ} {q : n → ℂ} {E F : ℝ → ℝ}
    (hA : A.IsHermitian) (hCh : C.IsHermitian) (hC : ¬ IsLevel C E0)
    (hs : IsSimpleLevel (fullModel A B C) E0 (Sum.elim p q)) (hp : weight p = 1)
    (hE : Follows (fun t => fullModel (A + (t : ℂ) • W) B C) E0 E)
    (hF : Follows (fun t => staticModel A B C E0 + (t : ℂ) • W) E0 F)
    (hq : q ≠ 0) (hW : expect W p ≠ 0) : |deriv E 0| < |deriv F 0| := by
  obtain ⟨h1, h2⟩ := exact_and_static_slopes hA hCh hC hs hp hE hF
  have hpos := weight_pos hq
  rw [h1.deriv, h2.deriv, abs_div, abs_of_pos (by linarith : 0 < 1 + weight q)]
  exact div_lt_self (abs_pos.mpr hW) (by linarith)
```

**Q.** Where might I trip?

**A.** Over the normalisation. If you scale \((p,q)\) to total norm one and still divide by \(1+\|q\|^2\), you count the missing norm twice. The hypothesis `weight p = 1` fixes the retained part alone.

**Q.** Is this the norm-conservation condition for pseudopotentials?

**A.** It is a finite-matrix analogue, for one simple level and to first order in \(t\), of why missing norm harms transferability. There is no radial equation or scattering phase here, and no self-consistent response.

**Q.** What does the step look like in a calculation?

**A.** One solves \((E_0-C)Y=B^*\) and diagonalises \(A+BY+tW\). Since \(q=Yp\) and \(\|p\|=1\), the lost share of the squared norm is \(\|Yp\|^2/(1+\|Yp\|^2)\). Keeping the energy dependence of the exact term \(B(E-C)^{-1}B^*\) to first order in \(E-E_0\) gives instead the generalised problem \((S+tW-E_0)x=(E-E_0)(1+Y^*Y)x\), whose overlap matrix \(1+Y^*Y\) restores the exact slope at \(t=0\); the code does not prove this correction.

**Q.** And the two orbitals?

**A.** The last theorem checks the conditions of `exact_and_static_slopes` for them, apart from the evident Hermiticity of the zero blocks. The strict inequality also needs \(q\neq0\) and \(\langle p,Wp\rangle\neq0\); here both \(q\) and \(\langle p,Wp\rangle\) equal 1.

```lean
/-- For two coupled orbitals with `A = C = 0` and `B = W = 1`, the vector `(1, 1)` is a simple level
of the full Hamiltonian at `E0 = 1`, `E0` is not an eigenvalue of `C`, and `p = 1` has norm 1. Under
the perturbation `t W` of the block `A`, `(t + √(t² + 4)) / 2` is a level of the full model and
`1 + t` one of the static model, both continuous at `t = 0` with value `E0`. -/
theorem two_orbital_witness :
    IsSimpleLevel (fullModel (0 : Matrix (Fin 1) (Fin 1) ℂ) 1 (0 : Matrix (Fin 1) (Fin 1) ℂ))
      1 (Sum.elim 1 1) ∧
    ¬ IsLevel (0 : Matrix (Fin 1) (Fin 1) ℂ) 1 ∧ weight (1 : Fin 1 → ℂ) = 1 ∧
    Follows (fun t => fullModel (0 + (t : ℂ) • (1 : Matrix (Fin 1) (Fin 1) ℂ)) 1
      (0 : Matrix (Fin 1) (Fin 1) ℂ)) 1 (fun t => (t + √(t ^ 2 + 4)) / 2) ∧
    Follows (fun t => staticModel (0 : Matrix (Fin 1) (Fin 1) ℂ) 1
      (0 : Matrix (Fin 1) (Fin 1) ℂ) 1 + (t : ℂ) • 1) 1 (fun t => 1 + t) := by
  refine ⟨⟨?_, full_eigen_iff.mpr ⟨by simp, by simp⟩, ?_⟩, ?_, by simp [weight],
    ⟨?_, Continuous.continuousAt (by fun_prop), Eventually.of_forall fun t => ?_⟩,
    ⟨by simp, Continuous.continuousAt (by fun_prop), Eventually.of_forall fun t => ?_⟩⟩
  · intro h
    simpa using congrFun h (Sum.inl 0)
  · intro x hx
    rw [← Sum.elim_comp_inl_inr x] at hx
    have h := congrFun (full_eigen_iff.mp hx).1 0
    refine ⟨x (Sum.inl 0), ?_⟩
    ext (i | i)
    · rw [Subsingleton.elim i 0]
      simp
    · rw [Subsingleton.elim i 0]
      simpa using h
  · rintro ⟨v, hv, h⟩
    exact hv (by simpa using h.symm)
  · have h : √(4 : ℝ) = 2 := by
      rw [show (4 : ℝ) = 2 ^ 2 by norm_num]
      exact Real.sqrt_sq (by norm_num)
    norm_num [h]
  · -- the exact level solves `e² = t e + 1`
    have hs : √(t ^ 2 + 4) ^ 2 = t ^ 2 + 4 := Real.sq_sqrt (by positivity)
    obtain ⟨e, he⟩ : ∃ e, e = (t + √(t ^ 2 + 4)) / 2 := ⟨_, rfl⟩
    have hr : t * e + 1 = e * e := by
      rw [he]
      linear_combination -hs / 4
    have hc : (t : ℂ) * e + 1 = e * e := by exact_mod_cast hr
    change IsLevel _ ((t + √(t ^ 2 + 4)) / 2)
    rw [← he]
    refine ⟨Sum.elim (fun _ => (e : ℂ)) 1, ?_, full_eigen_iff.mpr ⟨?_, ?_⟩⟩
    · intro h
      simpa using congrFun h (Sum.inr 0)
    · ext i
      simpa [smul_mulVec] using hc
    · ext i
      simp
  · refine ⟨1, one_ne_zero, ?_⟩
    ext i
    simp [staticModel, add_mulVec, smul_mulVec]

end

end PseudopotentialTransferability
```

```lean
#print axioms PseudopotentialTransferability.static_exaggerates
```

```
'PseudopotentialTransferability.static_exaggerates' depends on axioms: [propext, Classical.choice, Quot.sound]
```
